# An eigenvalue of a Hermitian matrix is degenerate exactly when it survives the deletion of each single site

Deleting a site changes the set on which states are defined, so the smaller matrix needs an index set of its own. Here the remaining sites keep their labels: with site $i$ removed, they are the elements $j$ with $j\neq i$, written `{j // j ≠ i}`, and nothing is renumbered. The full set of sites is an arbitrary finite type `n`, and a state $v$ assigns a complex amplitude $v_j$ to each site.

Let $H$ be a Hermitian matrix on these sites, $E$ an eigenvalue of $H$, and $H^{(i)}$ the matrix $H$ without row $i$ and column $i$. The result is

$$\dim\ker(H-E)\ge 2\iff E\text{ is an eigenvalue of }H^{(i)}\text{ for every }i .$$

In a finite, non-interacting tight-binding model of spinless particles, with one orbital per site and an orthonormal basis, $H^{(i)}$ describes a vacancy at $i$ that leaves all other matrix elements unchanged.

```lean
import Mathlib

open Matrix

namespace DegeneracyBySiteDeletion

noncomputable section

variable {n : Type*} [Fintype n] [DecidableEq n]
```

## Levels, eigenspaces and vacancies

An energy is a level if some nonzero $v$ satisfies $Hv=Ev$. The energy is taken real from the start, which loses nothing for Hermitian matrices; Lean writes `(E : ℂ)` where it multiplies a complex vector.

```lean
/-- The real energy `E` is an eigenvalue of `H`: some nonzero state satisfies `H v = E v`. -/
def IsLevel {m : Type*} [Fintype m] (H : Matrix m m ℂ) (E : ℝ) : Prop :=
  ∃ v : m → ℂ, v ≠ 0 ∧ H *ᵥ v = (E : ℂ) • v
```

The eigenspace is a complex subspace, and its dimension `Module.finrank ℂ (levelSpace H E)` is the degeneracy of the level.

```lean
/-- The eigenspace of `H` at energy `E`. -/
def levelSpace {m : Type*} [Fintype m] (H : Matrix m m ℂ) (E : ℝ) : Submodule ℂ (m → ℂ) :=
  Module.End.eigenspace H.mulVecLin (E : ℂ)
```

The vacancy matrix has entries $H^{(i)}_{kj}=H_{kj}$ for $k,j\neq i$.

```lean
/-- The Hamiltonian with site `i` removed: row `i` and column `i` are deleted. -/
def cut {m : Type*} (H : Matrix m m ℂ) (i : m) : Matrix {j // j ≠ i} {j // j ≠ i} ℂ :=
  H.submatrix Subtype.val Subtype.val
```

Membership in the eigenspace is the eigenvalue equation.

```lean
/-- A state lies in the eigenspace exactly when it solves `H v = E v`. -/
theorem mem_levelSpace {m : Type*} [Fintype m] {H : Matrix m m ℂ} {E : ℝ} {v : m → ℂ} :
    v ∈ levelSpace H E ↔ H *ᵥ v = (E : ℂ) • v :=
  Module.End.mem_eigenspace_iff
```

## A node makes the site invisible

Suppose $w_i=0$. For every $k\neq i$,

$$(Hw)_k=H_{ki}w_i+\sum_{j\neq i}H_{kj}w_j=\sum_{j\neq i}H^{(i)}_{kj}w_j .$$

The proof splits off the term at $i$ in the same way, with `Finset.add_sum_erase`, and `hw` makes it vanish.

```lean
/-- On a state with no amplitude at site `i`, the cut Hamiltonian acts at the remaining sites
as the full one does. -/
theorem cut_mulVec (H : Matrix n n ℂ) {i : n} {w : n → ℂ} (hw : w i = 0) (k : {j // j ≠ i}) :
    (cut H i *ᵥ fun j => w j) k = (H *ᵥ w) k := by
  have h : ∑ j ∈ Finset.univ.erase i, H k j * w j = ∑ j : {j // j ≠ i}, H k j * w j :=
    Finset.sum_subtype (Finset.univ.erase i) (by simp) (fun j => H k j * w j)
  have h2 := Finset.add_sum_erase Finset.univ (fun j => H k j * w j) (Finset.mem_univ i)
  simp only [hw, mul_zero, zero_add] at h2
  exact h.symm.trans h2
```

If $v$ is an eigenvector of $H$ with $v_i=0$, its restriction to the other sites therefore satisfies the eigenvalue equation of $H^{(i)}$. The restriction is nonzero, because $v$ would otherwise vanish at every site.

```lean
/-- If an eigenstate of `H` has a node at site `i`, its energy is also an eigenvalue of the
Hamiltonian with site `i` removed. -/
theorem isLevel_cut_of_node {H : Matrix n n ℂ} {E : ℝ} {i : n} {v : n → ℂ} (hv : v ≠ 0)
    (hi : v i = 0) (hE : H *ᵥ v = (E : ℂ) • v) : IsLevel (cut H i) E := by
  refine ⟨fun j => v j, fun h => hv (funext fun j => ?_), funext fun k => ?_⟩
  · by_cases hj : j = i
    · rw [hj]
      exact hi
    · exact congrFun h ⟨j, hj⟩
  · exact (cut_mulVec H hi k).trans (congrFun hE k)
```

## Degeneracy supplies a node at any chosen site

On the eigenspace, the amplitude map $f(v)=v_i$ is linear with values in $\mathbb C$. If its kernel were zero, it would be injective and the eigenspace would have dimension at most one. With dimension at least two, some nonzero eigenvector thus has a node at $i$. For two independent eigenvectors $a,b$ that do not both vanish at $i$, it is $b_i a-a_i b$.

The Lean proof argues by contradiction with the map `f`. Hermiticity is not used.

```lean
omit [DecidableEq n] in
/-- An eigenspace of dimension at least two contains, for each site, a nonzero state with a node
at that site. -/
theorem exists_node_of_degenerate {H : Matrix n n ℂ} {E : ℝ}
    (hd : 2 ≤ Module.finrank ℂ (levelSpace H E)) (i : n) :
    ∃ w : n → ℂ, w ≠ 0 ∧ w i = 0 ∧ H *ᵥ w = (E : ℂ) • w := by
  by_contra hno
  -- otherwise the amplitude at `i` would embed the eigenspace into a line
  let f : levelSpace H E →ₗ[ℂ] ℂ :=
    (LinearMap.proj (R := ℂ) (φ := fun _ : n => ℂ) i).comp (levelSpace H E).subtype
  have hinj : Function.Injective f := (injective_iff_map_eq_zero f).mpr fun x hx => by
    by_contra hx0
    exact hno ⟨x.1, fun h => hx0 (Subtype.ext h), hx, mem_levelSpace.mp x.2⟩
  have hle := LinearMap.finrank_le_finrank_of_injective hinj
  rw [Module.finrank_self] at hle
  omega
```

## Hermiticity carries an eigenvector back

Now let $Hv=Ev$ with $v_i\neq0$, and let $u\neq0$ satisfy $H^{(i)}u=Eu$. Extend $u$ by $w_i=0$ and put $r=(H-E)w$. The node at $i$ gives $r_k=0$ for all $k\neq i$, so only $r_i$ is in doubt. Since $H=H^\dagger$ and $E$ is real, $v^\dagger H=(Hv)^\dagger=Ev^\dagger$, and hence

$$0=v^\dagger(H-E)w=\sum_j v_j^*r_j=v_i^*r_i .$$

Because $v_i\neq0$, $r_i=0$, and $w$ is an eigenvector of the full $H$.

In the code, `hoff` is the equation away from $i$, `h1` is the left eigenvalue equation, `hz` is the vanishing sum, and `hon` is the equation recovered at $i$.

```lean
/-- Let a Hermitian `H` have an eigenstate of energy `E` with nonzero amplitude at site `i`. If `E`
is an eigenvalue after removal of site `i`, then `H` has another eigenstate of energy `E`, with a
node at `i`. -/
theorem exists_node_of_isLevel_cut {H : Matrix n n ℂ} (hH : H.IsHermitian) {E : ℝ} {i : n}
    {v : n → ℂ} (hvi : v i ≠ 0) (hE : H *ᵥ v = (E : ℂ) • v) (hc : IsLevel (cut H i) E) :
    ∃ w : n → ℂ, w ≠ 0 ∧ w i = 0 ∧ H *ᵥ w = (E : ℂ) • w := by
  obtain ⟨u, hu, hEu⟩ := hc
  -- extend the eigenstate of the cut system by zero
  obtain ⟨w, hwi, hwu⟩ : ∃ w : n → ℂ, w i = 0 ∧ (fun j : {j // j ≠ i} => w j) = u :=
    ⟨fun j => if h : j ≠ i then u ⟨j, h⟩ else 0, dif_neg (not_not.mpr rfl),
      funext fun j => dif_pos j.2⟩
  subst hwu
  have hoff : ∀ k, k ≠ i → (H *ᵥ w) k = (E : ℂ) * w k := fun k hk =>
    (cut_mulVec H hwi ⟨k, hk⟩).symm.trans (congrFun hEu ⟨k, hk⟩)
  -- Hermiticity: `H - E` maps every state to one orthogonal to `v`
  have h1 : star v ᵥ* H = (E : ℂ) • star v := by
    have h := Matrix.star_mulVec H v
    rw [hH.eq, hE] at h
    rw [← h]
    funext j
    simp
  have h2 : star v ⬝ᵥ (H *ᵥ w) = (E : ℂ) * (star v ⬝ᵥ w) := by
    rw [Matrix.dotProduct_mulVec, h1, smul_dotProduct, smul_eq_mul]
  have hz : ∑ j, star (v j) * ((H *ᵥ w) j - (E : ℂ) * w j) = 0 := by
    rw [← sub_eq_zero.mpr h2]
    simp only [dotProduct, Pi.star_apply, Finset.mul_sum]
    rw [← Finset.sum_sub_distrib]
    exact Finset.sum_congr rfl fun j _ => by ring
  -- only the term at site `i` is left
  rw [Finset.sum_eq_single i (fun j _ hj => by rw [hoff j hj, sub_self, mul_zero])
    (fun h => absurd (Finset.mem_univ i) h)] at hz
  have hon := sub_eq_zero.mp ((mul_eq_zero.mp hz).resolve_left (star_ne_zero.mpr hvi))
  refine ⟨w, fun h => hu (funext fun j => congrFun h j), hwi, funext fun k => ?_⟩
  by_cases hk : k = i
  · rw [hk]
    exact hon
  · exact hoff k hk
```

## One well-chosen site decides

The vectors $v$ and $w$ are independent: $w$ is nonzero and has a node at $i$, where $v$ has none. So if $E$ survives removal of a site with $v_i\neq0$, the level is degenerate. The converse combines the node from degeneracy with restriction to the other sites.

For independence, Lean assumes dimension at most one and obtains a spanning vector $u$ with $v=au$ and $w=bu$. From $v_i\neq0$ follows $u_i\neq0$; then $bu_i=w_i=0$ forces $b=0$ and $w=0$, a contradiction.

```lean
/-- Test at a single site: if a Hermitian `H` has an eigenstate of energy `E` with nonzero amplitude
at site `i`, then the eigenspace has dimension at least two exactly when `E` is an eigenvalue after
removal of `i`. -/
theorem degenerate_iff_isLevel_cut {H : Matrix n n ℂ} (hH : H.IsHermitian) {E : ℝ} {i : n}
    {v : n → ℂ} (hvi : v i ≠ 0) (hE : H *ᵥ v = (E : ℂ) • v) :
    2 ≤ Module.finrank ℂ (levelSpace H E) ↔ IsLevel (cut H i) E := by
  constructor
  · intro hd
    obtain ⟨w, hw, hwi, hEw⟩ := exists_node_of_degenerate hd i
    exact isLevel_cut_of_node hw hwi hEw
  · intro hc
    obtain ⟨w, hw, hwi, hEw⟩ := exists_node_of_isLevel_cut hH hvi hE hc
    by_contra hlt
    -- in a one-dimensional eigenspace `v` and `w` would be proportional
    obtain ⟨u, hu⟩ := finrank_le_one_iff.mp
      (show Module.finrank ℂ (levelSpace H E) ≤ 1 by omega)
    obtain ⟨a, ha⟩ := hu ⟨v, mem_levelSpace.mpr hE⟩
    obtain ⟨b, hb⟩ := hu ⟨w, mem_levelSpace.mpr hEw⟩
    have ha' : a * u.1 i = v i := congrFun (congrArg Subtype.val ha) i
    have hb' : ∀ j, b * u.1 j = w j := fun j => congrFun (congrArg Subtype.val hb) j
    have hui : u.1 i ≠ 0 := fun h => hvi (by rw [← ha', h, mul_zero])
    have hb0 : b = 0 := (mul_eq_zero.mp ((hb' i).trans hwi)).resolve_right hui
    exact hw (funext fun j => (hb' j).symm.trans (by simp [hb0]))
```

In a numerical calculation with a computed eigenpair $(E,v)$, this becomes a consistency check: choose the site with the largest $|v_i|$, form `np.delete(np.delete(H, i, 0), i, 1)`, and see whether `np.linalg.eigvalsh` returns $E$ within a tolerance. A site with small $|v_i|$ is a poor choice, since an almost-node can also leave an eigenvalue close to $E$. Agreement within the tolerance does not prove exact degeneracy: if $H$ has a second eigenvalue close to $E$, the smaller matrix has an eigenvalue between the two.

## All sites together

A nonzero eigenvector has a nonzero amplitude somewhere. If $E$ survives every deletion, it survives that one, and the single-site test gives degeneracy. Conversely, a degenerate level has an eigenvector with a node at any chosen site, so $E$ survives each deletion.

The theorem assumes `IsLevel H E` and needs no lower bound on the number of sites. For a single site both sides are false: the eigenspace is one-dimensional, and the empty matrix left after deletion has no nonzero state.

```lean
/-- An eigenvalue `E` of a Hermitian matrix has an eigenspace of dimension at least two exactly
when `E` is an eigenvalue of every principal submatrix with one row and the matching column
deleted. -/
theorem degenerate_iff_forall_isLevel_cut {H : Matrix n n ℂ} (hH : H.IsHermitian) {E : ℝ}
    (hE : IsLevel H E) :
    2 ≤ Module.finrank ℂ (levelSpace H E) ↔ ∀ i, IsLevel (cut H i) E := by
  obtain ⟨v, hv, hEv⟩ := hE
  obtain ⟨i, hi⟩ := Function.ne_iff.mp hv
  refine ⟨fun hd k => ?_, fun h => (degenerate_iff_isLevel_cut hH hi hEv).mpr (h i)⟩
  obtain ⟨w, hw, hwk, hEw⟩ := exists_node_of_degenerate hd k
  exact isLevel_cut_of_node hw hwk hEw
```

For a nondegenerate level the same test locates nodes: $E$ survives removal of site $i$ exactly when $v_i=0$. If $v_i$ were nonzero, survival would imply dimension at least two, against `h1`.

```lean
/-- A nondegenerate energy of a Hermitian matrix remains an eigenvalue after removal of site `i`
exactly when its eigenstate has a node at `i`. -/
theorem isLevel_cut_iff_node {H : Matrix n n ℂ} (hH : H.IsHermitian) {E : ℝ}
    (h1 : Module.finrank ℂ (levelSpace H E) = 1) {v : n → ℂ} (hv : v ≠ 0)
    (hE : H *ᵥ v = (E : ℂ) • v) (i : n) : IsLevel (cut H i) E ↔ v i = 0 := by
  refine ⟨fun hc => ?_, fun hi => isLevel_cut_of_node hv hi hE⟩
  by_contra hi
  have := (degenerate_iff_isLevel_cut hH hi hE).mpr hc
  omega
```

## Two dimers that show why the hypotheses are there

Take two sites, labelled 0 and 1, with zero on-site energies. Removing either leaves the one-by-one matrix $(0)$, whose eigenvalue is zero whatever the hopping was.

```lean
/-- For two sites with zero on-site energies, removing either site leaves the eigenvalue zero. -/
theorem isLevel_cut_two_sites {H : Matrix (Fin 2) (Fin 2) ℂ} (hd : ∀ j, H j j = 0) (i : Fin 2) :
    IsLevel (cut H i) 0 := by
  have hne : ∀ i : Fin 2, i + 1 ≠ i := by decide
  have hkj : ∀ i j k : Fin 2, j ≠ i → k ≠ i → k = j := by decide
  refine ⟨fun _ => 1, fun h => one_ne_zero (congrFun h ⟨i + 1, hne i⟩), funext fun k => ?_⟩
  simp only [Matrix.mulVec, dotProduct, cut, Matrix.submatrix_apply, mul_one,
    Complex.ofReal_zero, zero_smul, Pi.zero_apply]
  exact Finset.sum_eq_zero fun j _ => by
    rw [hkj i j k j.2 k.2]
    exact hd _
```

For the Hermitian dimer

$$H=\begin{pmatrix}0&1\\1&0\end{pmatrix},\qquad Hv=\begin{pmatrix}v_1\\v_0\end{pmatrix},$$

so $Hv=0$ forces $v=0$. Zero is an eigenvalue of both submatrices but not of $H$, which is why $E$ must be assumed to be a level of $H$.

```lean
/-- The Hermitian hopping dimer does not have the eigenvalue zero, although both of its one-site
submatrices do. -/
theorem dimer_not_isLevel :
    (!![0, 1; 1, 0] : Matrix (Fin 2) (Fin 2) ℂ).IsHermitian ∧
      (∀ i, IsLevel (cut (!![0, 1; 1, 0] : Matrix (Fin 2) (Fin 2) ℂ) i) 0) ∧
      ¬ IsLevel (!![0, 1; 1, 0] : Matrix (Fin 2) (Fin 2) ℂ) 0 := by
  refine ⟨Matrix.IsHermitian.ext fun i j => by fin_cases i <;> fin_cases j <;> simp,
    isLevel_cut_two_sites fun j => by fin_cases j <;> simp, ?_⟩
  rintro ⟨v, hv, h⟩
  have h0 := congrFun h 0
  have h1 := congrFun h 1
  simp [Matrix.mulVec, dotProduct, Fin.sum_univ_two] at h0 h1
  apply hv
  funext j
  fin_cases j
  · exact h1
  · exact h0
```

With one-way hopping,

$$H=\begin{pmatrix}0&1\\0&0\end{pmatrix},\qquad Hv=\begin{pmatrix}v_1\\0\end{pmatrix},$$

zero is a level with eigenvector $(1,0)$, and it survives both deletions. Yet $Hv=0$ requires $v_1=0$, so the eigenspace is one-dimensional: for a matrix that is not Hermitian the equivalence can fail. Lean reaches this through the node lemma: a two-dimensional eigenspace would contain a nonzero $w$ with $w_0=0$, and the eigenvalue equation then gives $w_1=0$ as well.

```lean
/-- For one-way hopping, which is not Hermitian, zero is an eigenvalue of the matrix and of both
one-site submatrices, yet its eigenspace has dimension less than two. -/
theorem one_way_hopping_not_degenerate :
    IsLevel (!![0, 1; 0, 0] : Matrix (Fin 2) (Fin 2) ℂ) 0 ∧
      (∀ i, IsLevel (cut (!![0, 1; 0, 0] : Matrix (Fin 2) (Fin 2) ℂ) i) 0) ∧
      ¬ 2 ≤ Module.finrank ℂ (levelSpace (!![0, 1; 0, 0] : Matrix (Fin 2) (Fin 2) ℂ) 0) := by
  refine ⟨⟨![1, 0], fun h => one_ne_zero (congrFun h 0), funext fun j => ?_⟩,
    isLevel_cut_two_sites fun j => by fin_cases j <;> simp, fun hd => ?_⟩
  · fin_cases j <;> simp [Matrix.mulVec, dotProduct, Fin.sum_univ_two]
  · obtain ⟨w, hw, hw0, h⟩ := exists_node_of_degenerate hd 0
    have h0 := congrFun h 0
    simp [Matrix.mulVec, dotProduct, Fin.sum_univ_two] at h0
    apply hw
    funext j
    fin_cases j
    · exact hw0
    · exact h0

end

end DegeneracyBySiteDeletion
```

```lean
#print axioms DegeneracyBySiteDeletion.degenerate_iff_forall_isLevel_cut
-- 'DegeneracyBySiteDeletion.degenerate_iff_forall_isLevel_cut' depends on axioms: [propext, Classical.choice, Quot.sound]
#print axioms DegeneracyBySiteDeletion.isLevel_cut_iff_node
-- 'DegeneracyBySiteDeletion.isLevel_cut_iff_node' depends on axioms: [propext, Classical.choice, Quot.sound]
#print axioms DegeneracyBySiteDeletion.dimer_not_isLevel
-- 'DegeneracyBySiteDeletion.dimer_not_isLevel' depends on axioms: [propext, Classical.choice, Quot.sound]
#print axioms DegeneracyBySiteDeletion.one_way_hopping_not_degenerate
-- 'DegeneracyBySiteDeletion.one_way_hopping_not_degenerate' depends on axioms: [propext, Classical.choice, Quot.sound]
```
